# Gaussian C6 interpolation from a larger to a smaller reference value decreases strictly and saturates at both

Put two references at coordination numbers $0$ and $1$, give them C6 coefficients $2$ and $1$, and average these with weights $e^{-x^2}$ and $e^{-(x-1)^2}$: the result is $1+1/(1+e^{2x-1})$, which falls from $2$ to $1$ along the real line and reaches neither value. The Lean code below proves the same behaviour for any two references whose coefficient is smaller at the higher coordination number, with any positive sharpness of the Gaussians.

```lean
import Mathlib

open Filter Topology

namespace CoordinationC6

noncomputable section

/-- Gaussian weight, with sharpness `k`, of a reference with coordination number `a`
for an atom with coordination number `x`. -/
def weight (k a x : ℝ) : ℝ := Real.exp (-k * (x - a) ^ 2)

/-- Interpolated C6 coefficient at coordination number `x`: the Gaussian-weighted average of the
reference coefficients `c i` located at coordination numbers `a i`, for a nonempty finite set
of references. -/
def interpC6 {ι : Type*} [Fintype ι] (k : ℝ) (a c : ι → ℝ) (x : ℝ) : ℝ :=
  (∑ i, c i * weight k (a i) x) / ∑ i, weight k (a i) x

lemma weight_pos (k a x : ℝ) : 0 < weight k a x := Real.exp_pos _

lemma sum_weight_pos {ι : Type*} [Fintype ι] [Nonempty ι] (k : ℝ) (a : ι → ℝ) (x : ℝ) :
    0 < ∑ i, weight k (a i) x :=
  Finset.sum_pos (fun i _ => weight_pos k (a i) x) Finset.univ_nonempty

/-- For `k > 0`, raising the coordination number from `x` to `y` shifts relative weight from the
reference at `a` to the reference at the higher coordination number `b`. -/
theorem weight_cross {k a b x y : ℝ} (hk : 0 < k) (hab : a < b) (hxy : x < y) :
    weight k a y * weight k b x < weight k a x * weight k b y := by
  unfold weight
  rw [← Real.exp_add, ← Real.exp_add]
  apply Real.exp_lt_exp.2
  nlinarith [mul_pos hk (mul_pos (sub_pos.2 hab) (sub_pos.2 hxy))]

/-- For any nonempty finite set of references, the interpolated coefficient stays within
every pair of bounds obeyed by the reference coefficients. -/
theorem interpC6_mem_Icc {ι : Type*} [Fintype ι] [Nonempty ι] (k : ℝ) (a c : ι → ℝ)
    {lo hi : ℝ} (h : ∀ i, c i ∈ Set.Icc lo hi) (x : ℝ) :
    interpC6 k a c x ∈ Set.Icc lo hi := by
  have hpos := sum_weight_pos k a x
  constructor
  · rw [interpC6, le_div_iff₀ hpos, Finset.mul_sum]
    exact Finset.sum_le_sum fun i _ =>
      mul_le_mul_of_nonneg_right (h i).1 (weight_pos k (a i) x).le
  · rw [interpC6, div_le_iff₀ hpos, Finset.mul_sum]
    exact Finset.sum_le_sum fun i _ =>
      mul_le_mul_of_nonneg_right (h i).2 (weight_pos k (a i) x).le

/-- Let `k > 0`. If the reference coefficients never increase with coordination number, and
strictly decrease for at least one pair, the interpolated C6 is strictly decreasing. -/
theorem interpC6_strictAnti {ι : Type*} [Fintype ι] {k : ℝ} (hk : 0 < k) {a c : ι → ℝ}
    (hmono : ∀ i j, a i < a j → c j ≤ c i) (hpair : ∃ i j, a i < a j ∧ c j < c i) :
    StrictAnti (interpC6 k a c) := by
  intro x y hxy
  obtain ⟨i₀, j₀, ha₀, hc₀⟩ := hpair
  have : Nonempty ι := ⟨i₀⟩
  -- every term of the symmetrised double sum is nonnegative
  have hterm : ∀ i j, 0 ≤ (c i - c j) *
      (weight k (a i) x * weight k (a j) y - weight k (a i) y * weight k (a j) x) := by
    intro i j
    rcases lt_trichotomy (a i) (a j) with h | h | h
    · exact mul_nonneg (sub_nonneg.2 (hmono i j h)) (sub_nonneg.2 (weight_cross hk h hxy).le)
    · rw [h]
      exact le_of_eq (by ring)
    · nlinarith [mul_nonneg (sub_nonneg.2 (hmono j i h))
        (sub_nonneg.2 (weight_cross hk h hxy).le)]
  have hS : 0 < ∑ i, ∑ j, (c i - c j) *
      (weight k (a i) x * weight k (a j) y - weight k (a i) y * weight k (a j) x) := by
    refine Finset.sum_pos' (fun i _ => Finset.sum_nonneg fun j _ => hterm i j)
      ⟨i₀, Finset.mem_univ _, ?_⟩
    exact Finset.sum_pos' (fun j _ => hterm i₀ j) ⟨j₀, Finset.mem_univ _,
      mul_pos (sub_pos.2 hc₀) (sub_pos.2 (weight_cross hk ha₀ hxy))⟩
  -- the double sum is twice the cross-multiplied difference of the two averages
  have hE : ∑ i, ∑ j, (c i - c j) *
      (weight k (a i) x * weight k (a j) y - weight k (a i) y * weight k (a j) x)
      = (∑ i, c i * weight k (a i) x) * (∑ j, weight k (a j) y)
        - (∑ i, c i * weight k (a i) y) * (∑ j, weight k (a j) x)
        - (∑ i, weight k (a i) x) * (∑ j, c j * weight k (a j) y)
        + (∑ i, weight k (a i) y) * (∑ j, c j * weight k (a j) x) := by
    simp only [Finset.sum_mul_sum, ← Finset.sum_sub_distrib, ← Finset.sum_add_distrib]
    exact Finset.sum_congr rfl fun i _ => Finset.sum_congr rfl fun j _ => by ring
  rw [hE] at hS
  unfold interpC6
  rw [div_lt_div_iff₀ (sum_weight_pos k a y) (sum_weight_pos k a x)]
  linarith

/-- For `k > 0`, the weight of a reference relative to one with higher coordination number
vanishes at large coordination number. -/
theorem weight_ratio_tendsto {k a b : ℝ} (hk : 0 < k) (hab : a < b) :
    Tendsto (fun x => weight k a x / weight k b x) atTop (𝓝 0) := by
  have e : (fun x => weight k a x / weight k b x)
      = fun x => Real.exp (k * (b ^ 2 - a ^ 2) + -(2 * k * (b - a) * x)) := by
    funext x
    rw [weight, weight, ← Real.exp_sub]
    congr 1
    ring
  have hc : 0 < 2 * k * (b - a) := mul_pos (by linarith) (sub_pos.2 hab)
  have h1 : Tendsto (fun x : ℝ => 2 * k * (b - a) * x) atTop atTop :=
    Filter.Tendsto.const_mul_atTop hc tendsto_id
  have h2 : Tendsto (fun x : ℝ => -(2 * k * (b - a) * x)) atTop atBot :=
    tendsto_neg_atTop_atBot.comp h1
  rw [e]
  exact Real.tendsto_exp_atBot.comp (tendsto_atBot_add_const_left atTop _ h2)

/-- For `k > 0`, if reference `m` alone has the highest coordination number, the interpolated C6
tends to its coefficient as the coordination number goes to `+∞`. -/
theorem interpC6_tendsto_atTop {ι : Type*} [Fintype ι] {k : ℝ} (hk : 0 < k) (a c : ι → ℝ)
    (m : ι) (hm : ∀ i, i ≠ m → a i < a m) :
    Tendsto (interpC6 k a c) atTop (𝓝 (c m)) := by
  classical
  have hr : ∀ i, Tendsto (fun x => weight k (a i) x / weight k (a m) x) atTop
      (𝓝 (if i = m then (1 : ℝ) else 0)) := by
    intro i
    by_cases h : i = m
    · subst h
      have e : (fun x => weight k (a i) x / weight k (a i) x) = fun _ => (1 : ℝ) :=
        funext fun x => div_self (weight_pos k (a i) x).ne'
      rw [e, if_pos rfl]
      exact tendsto_const_nhds
    · rw [if_neg h]
      exact weight_ratio_tendsto hk (hm i h)
  have hN := tendsto_finsetSum Finset.univ fun i _ => (hr i).const_mul (c i)
  have hD := tendsto_finsetSum Finset.univ fun i _ => hr i
  have h := hN.div hD (by simp)
  have hlim : (∑ i, c i * (if i = m then (1 : ℝ) else 0)) /
      (∑ i, if i = m then (1 : ℝ) else 0) = c m := by simp
  rw [hlim] at h
  -- dividing all weights by the dominant one leaves the average unchanged
  refine h.congr fun x => ?_
  show (∑ i, c i * (weight k (a i) x / weight k (a m) x)) /
    (∑ i, weight k (a i) x / weight k (a m) x) = _
  simp only [← mul_div_assoc, ← Finset.sum_div]
  rw [interpC6, div_div_div_cancel_right₀ (weight_pos k (a m) x).ne']

/-- For `k > 0`, if reference `m` alone has the lowest coordination number, the interpolated C6
tends to its coefficient as the coordination variable goes to `-∞`. -/
theorem interpC6_tendsto_atBot {ι : Type*} [Fintype ι] {k : ℝ} (hk : 0 < k) (a c : ι → ℝ)
    (m : ι) (hm : ∀ i, i ≠ m → a m < a i) :
    Tendsto (interpC6 k a c) atBot (𝓝 (c m)) := by
  -- reflect the coordination axis
  have hw : ∀ s x, weight k (-s) (-x) = weight k s x := by
    intro s x
    unfold weight
    congr 1
    ring
  have h := (interpC6_tendsto_atTop hk (fun i => -a i) c m
    (fun i hi => neg_lt_neg (hm i hi))).comp tendsto_neg_atBot_atTop
  refine h.congr fun x => ?_
  show interpC6 k (fun i => -a i) c (-x) = interpC6 k a c x
  simp only [interpC6, hw]

/-- Closed form of the interpolated C6 for two references, valid for all real parameters. If
`k ≠ 0`, `a ≠ b` and `p ≠ q`, it is a logistic step in the coordination number, centred midway
between the references. -/
theorem two_reference_logistic (k a b p q x : ℝ) :
    interpC6 k ![a, b] ![p, q] x
      = q + (p - q) / (1 + Real.exp (k * (b - a) * (2 * x - a - b))) := by
  have e : weight k b x = weight k a x * Real.exp (k * (b - a) * (2 * x - a - b)) := by
    unfold weight
    rw [← Real.exp_add]
    congr 1
    ring
  have h2 : interpC6 k ![a, b] ![p, q] x
      = (p * weight k a x + q * weight k b x) / (weight k a x + weight k b x) := by
    simp [interpC6, Fin.sum_univ_two]
  have hne := (add_pos (weight_pos k a x) (weight_pos k b x)).ne'
  rw [h2, div_eq_iff hne, e]
  have hE : 1 + Real.exp (k * (b - a) * (2 * x - a - b)) ≠ 0 := by positivity
  have h := div_mul_cancel₀ (p - q) hE
  linear_combination (-weight k a x) * h

/-- Let `k > 0`, and let references at `a < b` have C6 coefficients `p > q`. The interpolated C6
is strictly decreasing, tends to `p` at `-∞` and to `q` at `+∞`, and lies strictly between
`q` and `p` everywhere. -/
theorem two_reference_saturation {k a b p q : ℝ} (hk : 0 < k) (hab : a < b) (hqp : q < p) :
    StrictAnti (interpC6 k ![a, b] ![p, q]) ∧
    Tendsto (interpC6 k ![a, b] ![p, q]) atBot (𝓝 p) ∧
    Tendsto (interpC6 k ![a, b] ![p, q]) atTop (𝓝 q) ∧
    ∀ x, interpC6 k ![a, b] ![p, q] x ∈ Set.Ioo q p := by
  refine ⟨interpC6_strictAnti hk ?_ ⟨0, 1, hab, hqp⟩,
    interpC6_tendsto_atBot hk ![a, b] ![p, q] 0 ?_,
    interpC6_tendsto_atTop hk ![a, b] ![p, q] 1 ?_, fun x => ?_⟩
  · intro i j h
    fin_cases i <;> fin_cases j <;> simp at h ⊢ <;> linarith
  · exact Fin.forall_fin_two.2 ⟨fun h => absurd rfl h, fun _ => hab⟩
  · exact Fin.forall_fin_two.2 ⟨fun _ => hab, fun h => absurd rfl h⟩
  · -- the logistic fraction lies strictly between zero and the full step height
    rw [two_reference_logistic]
    have hE := Real.exp_pos (k * (b - a) * (2 * x - a - b))
    have hd : 0 < p - q := sub_pos.2 hqp
    have h1 := div_pos hd (add_pos one_pos hE)
    have h2 : (p - q) / (1 + Real.exp (k * (b - a) * (2 * x - a - b))) < p - q := by
      rw [div_lt_iff₀ (add_pos one_pos hE)]
      nlinarith [mul_pos hd hE]
    exact ⟨by linarith, by linarith⟩

end

end CoordinationC6
```

```lean
#print axioms CoordinationC6.interpC6_mem_Icc
#print axioms CoordinationC6.two_reference_saturation
```

```
'CoordinationC6.interpC6_mem_Icc' depends on axioms: [propext, Classical.choice, Quot.sound]
'CoordinationC6.two_reference_saturation' depends on axioms: [propext, Classical.choice, Quot.sound]
```

## Two Gaussians make a logistic step

The C6 coefficient sets the strength of the leading long-range dispersion energy, $-C_6/R^6$, between two atoms at distance $R$. It depends on the chemical environment, which is summarised here by a coordination number $x$. Let the references sit at $a<b$ with coefficients $p>q$, and write $w_s(x)=e^{-k(x-s)^2}$ with $k>0$. The interpolated coefficient is

$$C(x)=\frac{p\,w_a(x)+q\,w_b(x)}{w_a(x)+w_b(x)}.$$

Only the ratio of the weights matters. Since $(x-a)^2-(x-b)^2=(b-a)(2x-a-b)$, the quadratic terms cancel and

$$\frac{w_b(x)}{w_a(x)}=e^{k(b-a)(2x-a-b)},\qquad C(x)=q+\frac{p-q}{1+e^{k(b-a)(2x-a-b)}}.$$

The exponent increases with $x$, so $C$ decreases strictly. The fraction tends to $p-q$ at $-\infty$ and to $0$ at $+\infty$, and it lies strictly between these values everywhere. The midpoint of the step is $x=(a+b)/2$, and its width is of order $1/(2k(b-a))$.

## What the Lean statements say

`weight k a x` is $w_a(x)$, and `interpC6 k a c x` is the weighted average for a finite family of references, where `a i` is the coordination number of reference $i$ and `c i` its coefficient. In the two-reference theorems, `![a, b]` and `![p, q]` list the data, so reference $0$ is $(a,p)$ and reference $1$ is $(b,q)$.

The main theorem, `two_reference_saturation`, assumes `0 < k`, `a < b` and `q < p`. Its four conclusions are strict decrease (`StrictAnti`), the limit $p$ at $-\infty$ (`atBot`), the limit $q$ at $+\infty$ (`atTop`), and $q<C(x)<p$ for every real $x$ (`Set.Ioo q p`). Positivity of $q$ is not assumed; when it holds, the lower bound makes $C$ positive as well.

The strict bounds apply at the references too. In the opening example $C(0)=1+1/(1+e^{-1})\approx1.73$, although the reference at $0$ has coefficient $2$. With two references of unequal coefficient, the curve therefore smooths the data and passes through neither reference point.

Four theorems treat larger families:

- `interpC6_mem_Icc` says that any bounds obeyed by all the coefficients are obeyed by the average, for every real $k$.
- `interpC6_strictAnti` gives strict decrease for $k>0$ if coefficients never increase with coordination number and some pair strictly decreases.
- `interpC6_tendsto_atTop` and `interpC6_tendsto_atBot` give the limits for $k>0$ when a single reference has the highest or the lowest coordination number.

The variable $x$ ranges over all real numbers. Coordination numbers are not negative, so the limit at $-\infty$ describes the formula and not an attainable environment. The sharpness $k$ is an empirical parameter that sets how quickly one reference hands over to the next. The ordering $p>q$ stands for an atom that becomes less polarisable as it forms bonds; it is assumed here, not derived from electronic structure.

In D3-type dispersion corrections, the coefficient of an atom pair is averaged over the references of both atoms with a product of such weights. If the partner's coordination number is held fixed, averaging over its references first leaves the one-variable formula used here, with partner-averaged values as the `c i`. In that restricted setting, an unusually high coordination number cannot push the coefficient outside the range of its reference values.

## Why the average decreases when coefficients fall with coordination number

Write $w_i(x)$ for the weight of reference $i$, and set $N(x)=\sum_i c_i w_i(x)$ and $Z(x)=\sum_i w_i(x)$, so that $C=N/Z$. Every weight is positive, and hence so is $Z$; these are `weight_pos` and `sum_weight_pos`. If $l\le c_i\le h$ for all $i$, multiplying by $w_i(x)$ and summing gives $l\,Z(x)\le N(x)\le h\,Z(x)$. Division by $Z(x)$ gives `interpC6_mem_Icc`.

For the decrease, take $x<y$ and $a<b$. The lemma `weight_cross` states

$$w_a(y)\,w_b(x)<w_a(x)\,w_b(y).$$

The exponent on the right exceeds that on the left by

$$k\left[(y-a)^2+(x-b)^2-(x-a)^2-(y-b)^2\right]=2k(b-a)(y-x)>0.$$

In Lean, each product of exponentials becomes one exponential, and `nlinarith` compares the exponents using the positive product $k(b-a)(y-x)$.

Now consider the double sum

$$S=\sum_{i,j}(c_i-c_j)\left[w_i(x)w_j(y)-w_i(y)w_j(x)\right].$$

If $a_i<a_j$, the first factor is nonnegative by the ordering of the coefficients and the second is positive by the cross inequality. If $a_i>a_j$, both factors change sign, and the product is again nonnegative. If $a_i=a_j$, the bracket vanishes. These are the three cases of `lt_trichotomy` in `hterm`. The strictly decreasing pair contributes a positive term, so $S>0$, which is `hS`.

Expanding the sum, as `hE` does, gives

$$S=2\left[N(x)Z(y)-N(y)Z(x)\right]=2Z(x)Z(y)\left[C(x)-C(y)\right].$$

Hence $C(y)<C(x)$. Lean reaches this by clearing the positive denominators with `div_lt_div_iff₀` and closing with `linarith`.

Without the ordering condition `hmono`, one strictly decreasing pair does not guarantee that the average decreases. Take $k=1$ and references at $0,1,2$ with coefficients $2,1,2$. The pair $(0,1)$ strictly decreases, but $C$ tends to $2$ at both ends, so it cannot be strictly decreasing. It still stays between $1$ and $2$, because the bounds require no ordering.

## Why the outermost references fix the limits

For $a<b$,

$$\frac{w_a(x)}{w_b(x)}=e^{k(b^2-a^2)-2k(b-a)x}\longrightarrow0\qquad(x\to+\infty),$$

which is `weight_ratio_tendsto`. Let $m$ be the only reference with the highest coordination number, and divide numerator and denominator of $C$ by $w_m(x)$:

$$C(x)=\frac{\sum_i c_i\,w_i(x)/w_m(x)}{\sum_i w_i(x)/w_m(x)}\longrightarrow\frac{c_m}{1}=c_m.$$

In `interpC6_tendsto_atTop`, `hr` records the limit of each ratio, $1$ for $i=m$ and $0$ otherwise. `hN` and `hD` sum these limits in the numerator and denominator, and the last lines restore the original average by cancelling $w_m(x)$. With a single reference, $C$ is constant and the statement holds at once.

The limit at $-\infty$ follows by reflection. Replacing every $a_i$ by $-a_i$ and $x$ by $-x$ leaves the weights unchanged and turns the lowest reference into the highest.

The main theorem takes its decrease and its two limits from these general results, after checking their conditions for indices $0$ and $1$. Its strict bounds come from `two_reference_logistic`, the closed form derived above: for $p>q$ the fraction added to $q$ is positive and smaller than $p-q$.
